# A residual level shift $s\ge 0$ reduces the second-order correlation energy by at most the fraction $s/(m+s)$ if the symmetric amplitude operator has spectrum above $m>0$

Let $t$ collect the first-order doubles amplitudes over distinct pairs $i<j$ of occupied and $b<c$ of virtual orbitals, all of them real, orthonormal local spin orbitals. Let $k$ be the vector of the matching antisymmetrised integrals and $A$ the symmetric matrix that the Fock operator induces on the amplitudes, with all its eigenvalues assumed positive. The MP2 equation is $At_0=-k$, with energy $E_0=\langle k,t_0\rangle\le 0$.

My iterations only settle with a level shift $s$, and I have found that it stays in the converged equation, $At+st=-k$. Is $E_s=\langle k,t\rangle$ always too small in size, even though $A$ is not diagonal? And how much energy can I lose?

## The gap limits the loss

Yes, for $s>0$ and $k\ne0$. If the eigenvalues of $A$ lie in $[m,M]$ with $0<m\le M$, then for every $s\ge0$

$$\frac{M}{M+s}E_0\le E_s\le\frac{m}{m+s}E_0 .$$

The energies are not positive, so the factor nearer to one stands on the left. The condition $m>0$ stands for a gap: with canonical orbitals of energies $\varepsilon$ the eigenvalues are $\varepsilon_b+\varepsilon_c-\varepsilon_i-\varepsilon_j$, and $m$ can be twice the HOMO–LUMO gap.

To derive the bracket, put $d=t_0-t$. Subtracting the two equations gives $Ad=st$. Write $a=\langle t,At\rangle$, $n=\langle t,t\rangle$ and $q=\langle d,Ad\rangle$. Inserting $k=-(At+st)$ gives

$$E_s=-(a+sn),\qquad E_0=-\langle At+st,\,t+d\rangle=-(a+2sn+q),$$

because $\langle At,d\rangle=\langle t,Ad\rangle=sn$ and $s\langle t,d\rangle=\langle Ad,d\rangle=q$.

Expansion in an eigenbasis gives $m\langle x,x\rangle\le\langle x,Ax\rangle\le M\langle x,x\rangle$ for every $x$, so $mn\le a\le Mn$. Two further bounds follow:

- From $0\le\|Ax-mx\|^2=\|Ax\|^2-2m\langle x,Ax\rangle+m^2\langle x,x\rangle$ and $m\langle x,x\rangle\le\langle x,Ax\rangle$ we get $m\langle x,Ax\rangle\le\|Ax\|^2$.
- With $y=Ax-Mx$, $0\le\langle y,Ay\rangle=\langle Ax,A^2x\rangle-2M\|Ax\|^2+M^2\langle x,Ax\rangle$. Since $\langle Ax,A^2x\rangle\le M\|Ax\|^2$, we get $\|Ax\|^2\le M\langle x,Ax\rangle$.

For $x=d$ they read $mq\le s^2n\le Mq$. Hence

$$(m+s)(a+sn)-m(a+2sn+q)=s(a-mn)+(s^2n-mq)\ge0,$$
$$M(a+2sn+q)-(M+s)(a+sn)=s(Mn-a)+(Mq-s^2n)\ge0,$$

which are the two sides of the bracket. If $s>0$ and $k\neq0$, then $t\ne0$ and $E_s<0$, so $ME_0\le(M+s)E_s<ME_s$ and $E_0<E_s<0$.

## A smaller error from the same amplitudes

The Hylleraas functional $J(t)=2\langle k,t\rangle+\langle t,At\rangle$ equals $-(a+2sn)$ here, so $J(t)-E_0=q\ge0$. From $m^2q\le ms^2n\le s^2a$ and $2msq\le2s^3n$ we get $(m+s)^2q\le s^2(a+2sn+q)$, that is,

$$0\le J(t)-E_0\le\Big(\frac{s}{m+s}\Big)^2|E_0| .$$

Evaluating $J$ instead of $\langle k,t\rangle$ thus leaves an error of second order in the shift, for this linear amplitude equation.

## What the Lean statements say

`V` is a real inner product space, finite-dimensional from `rayleigh_bounds` on. `SpectrumIn A m M` bounds the eigenvalues, and `IsAmplitude A k s t` is the shifted equation; no inverse appears. `existsUnique_amplitude` shows that the equation has exactly one solution: $A+s$ is injective, hence surjective in finite dimension.

The bracket is `shifted_energy_bounds`, strict weakening is `shift_weakens`, and the functional's error is `hylleraas_error`. By `energy_of_eigenvector`, an eigenvector $k$ with eigenvalue $\mu>0$ gives exactly $E_s=\frac{\mu}{\mu+s}E_0$, so if an endpoint $m$ or $M$ is an eigenvalue, its bound is attained when $k$ is a matching eigenvector.

What you must check yourself is that your program solves this equation, with the same domains for $t$ and $t_0$ and a shift that multiplies the identity. The error from truncating the domains is separate.

```lean
import Mathlib

namespace LevelShiftedCorrelation

variable {V : Type*} [NormedAddCommGroup V] [InnerProductSpace ℝ V]

/-- All eigenvalues of the operator `A` lie between `m` and `M`. -/
def SpectrumIn (A : V →ₗ[ℝ] V) (m M : ℝ) : Prop :=
  ∀ μ : ℝ, Module.End.HasEigenvalue A μ → m ≤ μ ∧ μ ≤ M

/-- The amplitudes `t` solve the first-order equation `A t + s t = -k` with coupling vector `k`
and level shift `s`. -/
def IsAmplitude (A : V →ₗ[ℝ] V) (k : V) (s : ℝ) (t : V) : Prop :=
  A t + s • t = -k

/-- The correlation energy `⟨k, t⟩` read off from amplitudes `t`. -/
noncomputable def energy (k t : V) : ℝ := inner ℝ k t

/-- The Hylleraas functional `2⟨k, t⟩ + ⟨t, A t⟩`. -/
noncomputable def hylleraas (A : V →ₗ[ℝ] V) (k t : V) : ℝ :=
  2 * inner ℝ k t + inner ℝ t (A t)

/-- For symmetric `A`, the change `t₀ - t` of the amplitudes caused by the shift obeys
`A (t₀ - t) = s t`, and both energies are expressed through `t` and this change. -/
theorem shift_identities {A : V →ₗ[ℝ] V} (hA : A.IsSymmetric) {k t₀ t : V} {s : ℝ}
    (h₀ : IsAmplitude A k 0 t₀) (ht : IsAmplitude A k s t) :
    A (t₀ - t) = s • t ∧
    energy k t = -(inner ℝ t (A t) + s * inner ℝ t t) ∧
    energy k t₀ = -(inner ℝ t (A t) + 2 * s * inner ℝ t t
      + inner ℝ (t₀ - t) (A (t₀ - t))) := by
  have ht' : A t + s • t = -k := ht
  have h₀' : A t₀ = -k := by simpa [IsAmplitude] using h₀
  have hk : k = -(A t + s • t) := by rw [ht', neg_neg]
  have hd : A (t₀ - t) = s • t := by
    rw [map_sub, h₀', ← ht', add_sub_cancel_left]
  refine ⟨hd, ?_, ?_⟩
  · unfold energy
    rw [hk, inner_neg_left, inner_add_left, real_inner_smul_left, hA t t]
  · -- symmetry moves `A` onto the change of the amplitudes
    have e1 : inner ℝ (A t) (t₀ - t) = s * inner ℝ t t := by
      rw [hA t (t₀ - t), hd, real_inner_smul_right]
    have e2 : inner ℝ (t₀ - t) (A (t₀ - t)) = s * inner ℝ t (t₀ - t) := by
      rw [hd, real_inner_smul_right, real_inner_comm]
    unfold energy
    rw [e2, hk, inner_neg_left, inner_add_left, real_inner_smul_left]
    rw [inner_sub_right] at e1 ⊢
    linear_combination -e1 - hA t t

/-- If the coupling vector is an eigenvector of the symmetric operator `A` with eigenvalue
`μ > 0`, a shift `s ≥ 0` scales the energy by exactly `μ / (μ + s)`. -/
theorem energy_of_eigenvector {A : V →ₗ[ℝ] V} (hA : A.IsSymmetric) {k t₀ t : V} {s μ : ℝ}
    (hμ : 0 < μ) (hs : 0 ≤ s) (hk : A k = μ • k)
    (h₀ : IsAmplitude A k 0 t₀) (ht : IsAmplitude A k s t) :
    energy k t = μ / (μ + s) * energy k t₀ := by
  -- project the amplitude equation on `k`
  have key : ∀ (r : ℝ) (u : V), IsAmplitude A k r u →
      (μ + r) * inner ℝ k u = -inner ℝ k k := by
    intro r u hu
    have hu' : A u + r • u = -k := hu
    have h := congrArg (fun v => inner ℝ k v) hu'
    simp only [inner_add_right, inner_neg_right, real_inner_smul_right] at h
    rw [← hA k u, hk, real_inner_smul_left] at h
    linear_combination h
  have hne : μ + s ≠ 0 := by positivity
  unfold energy
  rw [div_mul_eq_mul_div, eq_div_iff hne]
  linear_combination key s t ht - key 0 t₀ h₀

variable [FiniteDimensional ℝ V]

/-- For a symmetric operator with eigenvalues in `[m, M]`, the expectation value `⟨x, A x⟩` lies
between `m⟨x, x⟩` and `M⟨x, x⟩`. -/
theorem rayleigh_bounds {A : V →ₗ[ℝ] V} (hA : A.IsSymmetric) {m M : ℝ}
    (hS : SpectrumIn A m M) (x : V) :
    m * inner ℝ x x ≤ inner ℝ x (A x) ∧ inner ℝ x (A x) ≤ M * inner ℝ x x := by
  obtain ⟨b, l, hb⟩ : ∃ (b : OrthonormalBasis (Fin (Module.finrank ℝ V)) ℝ V)
      (l : Fin (Module.finrank ℝ V) → ℝ), ∀ i, A (b i) = l i • b i :=
    ⟨hA.eigenvectorBasis rfl, hA.eigenvalues rfl, fun i => hA.apply_eigenvectorBasis rfl i⟩
  have hl : ∀ i, m ≤ l i ∧ l i ≤ M := fun i =>
    hS _ (Module.End.hasEigenvalue_of_hasEigenvector
      ⟨Module.End.mem_eigenspace_iff.mpr (hb i), b.orthonormal.ne_zero i⟩)
  have hc : ∀ i, inner ℝ (b i) (A x) = l i * inner ℝ (b i) x := fun i => by
    rw [← hA (b i) x, hb i, real_inner_smul_left]
  -- expand in the eigenbasis and compare term by term
  rw [← b.sum_inner_mul_inner x (A x), ← b.sum_inner_mul_inner x x]
  constructor
  · rw [Finset.mul_sum]
    refine Finset.sum_le_sum fun i _ => ?_
    rw [hc i, real_inner_comm (b i) x]
    nlinarith [mul_le_mul_of_nonneg_right (hl i).1 (sq_nonneg (inner ℝ (b i) x))]
  · rw [Finset.mul_sum]
    refine Finset.sum_le_sum fun i _ => ?_
    rw [hc i, real_inner_comm (b i) x]
    nlinarith [mul_le_mul_of_nonneg_right (hl i).2 (sq_nonneg (inner ℝ (b i) x))]

/-- For a symmetric operator with eigenvalues in `[m, M]`, `0 < m ≤ M`, the squared length of
`A x` lies between `m⟨x, A x⟩` and `M⟨x, A x⟩`. -/
theorem image_bounds {A : V →ₗ[ℝ] V} (hA : A.IsSymmetric) {m M : ℝ} (hm : 0 < m)
    (hmM : m ≤ M) (hS : SpectrumIn A m M) (x : V) :
    m * inner ℝ x (A x) ≤ inner ℝ (A x) (A x) ∧
    inner ℝ (A x) (A x) ≤ M * inner ℝ x (A x) := by
  have hM : 0 < M := hm.trans_le hmM
  constructor
  · have h : 0 ≤ inner ℝ (A x - m • x) (A x - m • x) := real_inner_self_nonneg
    simp only [inner_sub_left, inner_sub_right, real_inner_smul_left,
      real_inner_smul_right] at h
    rw [hA x x] at h
    nlinarith [mul_le_mul_of_nonneg_left (rayleigh_bounds hA hS x).1 hm.le]
  · -- positivity of `A` on the vector `A x - M x`
    have h : 0 ≤ inner ℝ (A x - M • x) (A (A x - M • x)) :=
      (mul_nonneg hm.le real_inner_self_nonneg).trans (rayleigh_bounds hA hS _).1
    simp only [map_sub, map_smul, inner_sub_left, inner_sub_right, real_inner_smul_left,
      real_inner_smul_right] at h
    rw [← hA x (A x)] at h
    have h2 := (rayleigh_bounds hA hS (A x)).2
    refine le_of_mul_le_mul_left ?_ hM
    nlinarith

/-- If `A` is symmetric with eigenvalues in `[m, M]`, `m > 0`, then for every shift `s ≥ 0` the
amplitude equation has exactly one solution. -/
theorem existsUnique_amplitude {A : V →ₗ[ℝ] V} (hA : A.IsSymmetric) {m M s : ℝ} (hm : 0 < m)
    (hS : SpectrumIn A m M) (hs : 0 ≤ s) (k : V) : ∃! t, IsAmplitude A k s t := by
  let B : V →ₗ[ℝ] V := A + s • LinearMap.id
  have hB : ∀ x, B x = A x + s • x := fun x => rfl
  have hinj : Function.Injective B := by
    refine (injective_iff_map_eq_zero B).mpr fun x hx => ?_
    have h : inner ℝ x (A x + s • x) = 0 := by rw [← hB, hx, inner_zero_right]
    rw [inner_add_right, real_inner_smul_right] at h
    have hx0 : 0 ≤ inner ℝ x x := real_inner_self_nonneg
    have h1 := (rayleigh_bounds hA hS x).1
    have h2 : inner ℝ x x = 0 := by nlinarith [mul_nonneg hs hx0]
    exact inner_self_eq_zero.mp h2
  obtain ⟨t, ht⟩ := LinearMap.injective_iff_surjective.mp hinj (-k)
  exact ⟨t, ht, fun u hu => hinj (Eq.trans hu ht.symm)⟩

/-- Let `A` be symmetric with eigenvalues in `[m, M]`, `0 < m ≤ M`. A level shift `s ≥ 0` left in
the amplitudes gives an energy between `M / (M + s)` and `m / (m + s)` times the unshifted one. -/
theorem shifted_energy_bounds {A : V →ₗ[ℝ] V} (hA : A.IsSymmetric) {m M s : ℝ} (hm : 0 < m)
    (hmM : m ≤ M) (hS : SpectrumIn A m M) (hs : 0 ≤ s) {k t₀ t : V}
    (h₀ : IsAmplitude A k 0 t₀) (ht : IsAmplitude A k s t) :
    M / (M + s) * energy k t₀ ≤ energy k t ∧
    energy k t ≤ m / (m + s) * energy k t₀ := by
  obtain ⟨hd, hE, hE₀⟩ := shift_identities hA h₀ ht
  have hR := rayleigh_bounds hA hS t
  have hI := image_bounds hA hm hmM hS (t₀ - t)
  have hb : inner ℝ (A (t₀ - t)) (A (t₀ - t)) = s ^ 2 * inner ℝ t t := by
    rw [hd, real_inner_smul_left, real_inner_smul_right]; ring
  rw [hb] at hI
  rw [hE, hE₀]
  constructor
  · rw [div_mul_eq_mul_div, div_le_iff₀ (by linarith)]
    nlinarith [mul_nonneg hs (sub_nonneg.2 hR.2), hI.2]
  · rw [div_mul_eq_mul_div, le_div_iff₀ (by linarith)]
    nlinarith [mul_nonneg hs (sub_nonneg.2 hR.1), hI.1]

/-- If `A` is symmetric with eigenvalues in `[m, M]`, `0 < m ≤ M`, and the coupling `k` is not
zero, a shift `s > 0` makes the negative correlation energy strictly smaller in size. -/
theorem shift_weakens {A : V →ₗ[ℝ] V} (hA : A.IsSymmetric) {m M s : ℝ} (hm : 0 < m)
    (hmM : m ≤ M) (hS : SpectrumIn A m M) (hs : 0 < s) {k t₀ t : V} (hk : k ≠ 0)
    (h₀ : IsAmplitude A k 0 t₀) (ht : IsAmplitude A k s t) :
    energy k t₀ < energy k t ∧ energy k t < 0 := by
  obtain ⟨-, hE, -⟩ := shift_identities hA h₀ ht
  have ht0 : t ≠ 0 := by
    rintro rfl
    exact hk (by simpa [IsAmplitude] using ht)
  have hpos : 0 < inner ℝ t t := real_inner_self_pos.mpr ht0
  have hneg : energy k t < 0 := by
    rw [hE]
    nlinarith [(rayleigh_bounds hA hS t).1, mul_pos hm hpos, mul_pos hs hpos]
  have hM : 0 < M := hm.trans_le hmM
  have h := (shifted_energy_bounds hA hm hmM hS hs.le h₀ ht).1
  rw [div_mul_eq_mul_div, div_le_iff₀ (by linarith)] at h
  refine ⟨?_, hneg⟩
  -- `M E₀ ≤ (M + s) E < M E`
  refine lt_of_mul_lt_mul_left ?_ hM.le
  nlinarith [mul_pos hs (neg_pos.2 hneg)]

/-- Let `A` be symmetric with eigenvalues in `[m, M]`, `0 < m ≤ M`, and `s ≥ 0`. The Hylleraas
functional at the shifted amplitudes lies above the unshifted energy by at most the fraction
`(s / (m + s))²` of its size. -/
theorem hylleraas_error {A : V →ₗ[ℝ] V} (hA : A.IsSymmetric) {m M s : ℝ} (hm : 0 < m)
    (hmM : m ≤ M) (hS : SpectrumIn A m M) (hs : 0 ≤ s) {k t₀ t : V}
    (h₀ : IsAmplitude A k 0 t₀) (ht : IsAmplitude A k s t) :
    0 ≤ hylleraas A k t - energy k t₀ ∧
    hylleraas A k t - energy k t₀ ≤ (s / (m + s)) ^ 2 * (-energy k t₀) := by
  obtain ⟨hd, hE, hE₀⟩ := shift_identities hA h₀ ht
  have hR := (rayleigh_bounds hA hS t).1
  have hI := (image_bounds hA hm hmM hS (t₀ - t)).1
  have hb : inner ℝ (A (t₀ - t)) (A (t₀ - t)) = s ^ 2 * inner ℝ t t := by
    rw [hd, real_inner_smul_left, real_inner_smul_right]; ring
  rw [hb] at hI
  -- the error is quadratic in the change of the amplitudes
  have hJ : hylleraas A k t - energy k t₀ = inner ℝ (t₀ - t) (A (t₀ - t)) := by
    have hE' : inner ℝ k t = -(inner ℝ t (A t) + s * inner ℝ t t) := hE
    unfold hylleraas
    rw [hE₀, hE']
    ring
  rw [hJ]
  constructor
  · exact (mul_nonneg hm.le real_inner_self_nonneg).trans (rayleigh_bounds hA hS _).1
  · have hms : 0 < m + s := by linarith
    rw [hE₀, div_pow, div_mul_eq_mul_div, le_div_iff₀ (pow_pos hms 2)]
    nlinarith [mul_nonneg hm.le (sub_nonneg.2 hI), mul_nonneg hs (sub_nonneg.2 hI),
      mul_nonneg (sq_nonneg s) (sub_nonneg.2 hR)]

end LevelShiftedCorrelation
```

```lean
#print axioms LevelShiftedCorrelation.existsUnique_amplitude
#print axioms LevelShiftedCorrelation.shifted_energy_bounds
#print axioms LevelShiftedCorrelation.shift_weakens
#print axioms LevelShiftedCorrelation.hylleraas_error
```

```
'LevelShiftedCorrelation.existsUnique_amplitude' depends on axioms: [propext, Classical.choice, Quot.sound]
'LevelShiftedCorrelation.shifted_energy_bounds' depends on axioms: [propext, Classical.choice, Quot.sound]
'LevelShiftedCorrelation.shift_weakens' depends on axioms: [propext, Classical.choice, Quot.sound]
'LevelShiftedCorrelation.hylleraas_error' depends on axioms: [propext, Classical.choice, Quot.sound]
```

## From the identities to the inequalities

`shift_identities` supplies $Ad=st$ and the two energy formulas. `rayleigh_bounds` compares the eigenbasis sums term by term, and `image_bounds` expands the two non-negative expressions above. In `shifted_energy_bounds`, `hb` rewrites $\|Ad\|^2$ as $s^2n$, the division lemmas clear the denominators, and `nlinarith` receives the products $s(Mn-a)$ and $s(a-mn)$. In `hylleraas_error`, `hJ` is the identity $J(t)-E_0=q$. For an eigenvector, `key` projects the amplitude equation on $k$, giving $(\mu+r)\langle k,u\rangle=-\langle k,k\rangle$ for amplitudes $u$ at shift $r$; the cases $r=s$ and $r=0$ give the ratio.
